# The effective velocity as the unique solution of the collision equation on a finite rapidity grid, for invertible $1-TD$ and non-vanishing $p^{\rm dr}$

I divide rapidity space into finitely many cells $i$. Let $T_{ij}$ be the real scattering kernel (the rapidity derivative of the two-particle scattering phase, divided by $2\pi$), $d_i$ the filling with quadrature weights included, and $D=\mathrm{diag}\,d$. The letters $e_i$ and $p_i$ stand for the rapidity *derivatives* of the bare energy and momentum, each divided by $2\pi$ as well. Dressing means $h^{\rm dr}=(1-TD)^{-1}h$, and the quasiparticle density is $\rho_i=d_i\,p^{\rm dr}_i$.

For an integrable Bose gas I find the velocity given as $v_i=e^{\rm dr}_i/p^{\rm dr}_i$, but also through a collision picture, where scattering off the other quasiparticles shifts the bare motion:

$$v_i p_i=e_i+\sum_j T_{ij}\rho_j(v_j-v_i).$$

Do these agree exactly on my grid, or can the second equation have other solutions? And is the filling really carried along at this velocity?

## Both velocities solve one linear system

They agree, and there is no other solution, provided that $1-TD$ is invertible and no $p^{\rm dr}_i$ vanishes. Multiplying the definition of dressing by $1-TD$ gives

$$h^{\rm dr}_i=h_i+\sum_j T_{ij}d_jh^{\rm dr}_j, \tag{1}$$

and invertibility makes the solution unique. For $h=p$ this reads $\sum_jT_{ij}\rho_j=p^{\rm dr}_i-p_i$, so for any $v$

$$\sum_jT_{ij}\rho_j(v_j-v_i)=\sum_jT_{ij}d_j(v_jp^{\rm dr}_j)-v_i(p^{\rm dr}_i-p_i).$$

Inserted into the collision equation, the terms $v_ip_i$ cancel. What remains is (1) for $h=e$, with $v_ip^{\rm dr}_i$ as the unknown. Hence $v_ip^{\rm dr}_i=e^{\rm dr}_i$, and every step can be reversed.

If $T$ is also symmetric, dressing can change sides. Eliminating the bare $f$, and then the bare $g$, by (1) gives

$$\sum_i f_id_ig^{\rm dr}_i=\sum_i f^{\rm dr}_id_ig^{\rm dr}_i-\sum_{ij}T_{ij}d_jf^{\rm dr}_jd_ig^{\rm dr}_i,$$
$$\sum_i f^{\rm dr}_id_ig_i=\sum_i f^{\rm dr}_id_ig^{\rm dr}_i-\sum_{ij}f^{\rm dr}_id_iT_{ij}d_jg^{\rm dr}_j.$$

The double sums agree after exchanging $i$ and $j$. Since $v_i\rho_i=d_ie^{\rm dr}_i$, a charge of which each quasiparticle in cell $i$ carries the amount $h_i$ (the bare value itself, not its rapidity derivative) has the total current $\sum_i h_iv_i\rho_i=\sum_i h^{\rm dr}_id_ie_i$.

For transport, let $d_i$ depend on $x$ and $t$, with $T,e,p$ fixed. Differentiating $\rho_i=d_i(p_i+\sum_jT_{ij}\rho_j)$ in $t$, and the analogous equation for $v_i\rho_i=d_ie^{\rm dr}_i$ in $x$, and adding, gives for $w_i=\partial_t\rho_i+\partial_x(v_i\rho_i)$

$$w_i=p^{\rm dr}_i(\partial_td_i+v_i\partial_xd_i)+d_i\sum_jT_{ij}w_j.$$

If $w=0$, the bracket vanishes because $p^{\rm dr}_i\neq0$. If all brackets vanish, $y=Tw$ solves $y=TDy$, so $y=0$ and $w=Dy=0$. The filling is therefore carried at $v_i$ exactly when the continuity equations hold.

## What the Lean theorems say

The finite type `n` labels the cells; it is not the filling, which is `d`. The definitions `dress`, `rho` and `veff` are $h^{\rm dr}$, $\rho$ and $e^{\rm dr}/p^{\rm dr}$, and `IsUnit (1 - T * diagonal d).det` expresses invertibility. As above, `e` and `p` include the factor $1/2\pi$, which the comments in the code don't mention. Only `dress_symm` and `charge_current` assume `T.IsSymm`.

`eq_veff_iff_collision` is the equivalence for the velocity. `continuity_iff_transport` compares the two evolution equations at one point, for all cells together. It assumes invertibility and non-zero $p^{\rm dr}$ at all $(x,t)$, and that the required derivatives of filling, density and current exist; it does not provide a solution of either equation.

For simulations of one-dimensional integrable gases without external forces on a finite rapidity grid, this means that the continuity equations for the densities and the transport equations for the fillings are equivalent under these hypotheses, with exact space and time derivatives. That a real gas relaxes locally to a state described by $d(x,t)$ is a separate physical assumption.

```lean
import Mathlib

open Matrix

namespace DiscreteDressing

noncomputable section

variable {n : Type*} [Fintype n] [DecidableEq n]
variable {T : Matrix n n ℝ} {d e p : n → ℝ}

/-- The dressed function `(1 - T D)⁻¹ h` for scattering kernel `T` and filling `D = diag d`,
meant for invertible `1 - T D`. -/
def dress (T : Matrix n n ℝ) (d h : n → ℝ) : n → ℝ :=
  (1 - T * diagonal d)⁻¹ *ᵥ h

/-- The quasiparticle density `ρ = D p^dr`, where `p` is the rapidity derivative of the
bare momentum. -/
def rho (T : Matrix n n ℝ) (d p : n → ℝ) (i : n) : ℝ :=
  d i * dress T d p i

/-- The effective velocity `e^dr / p^dr`, where `e` and `p` are the rapidity derivatives of the
bare energy and momentum; its domain is `p^dr ≠ 0`. -/
def veff (T : Matrix n n ℝ) (d e p : n → ℝ) (i : n) : ℝ :=
  dress T d e i / dress T d p i

/-- The operator `1 - T D` written out in components. -/
lemma kernel_apply (T : Matrix n n ℝ) (d u : n → ℝ) (i : n) :
    ((1 - T * diagonal d) *ᵥ u) i = u i - ∑ j, T i j * (d j * u j) := by
  have hD : diagonal d *ᵥ u = fun j => d j * u j :=
    funext fun j => Matrix.mulVec_diagonal d u j
  rw [Matrix.sub_mulVec, Matrix.one_mulVec, ← Matrix.mulVec_mulVec, hD]
  rfl

/-- If `1 - T D` is invertible, the dressed function solves the discretised integral equation
`h^dr = h + T D h^dr`. -/
theorem dress_eq (hM : IsUnit (1 - T * diagonal d).det) (h : n → ℝ) (i : n) :
    dress T d h i = h i + ∑ j, T i j * (d j * dress T d h j) := by
  have h1 : (1 - T * diagonal d) *ᵥ dress T d h = h := by
    rw [dress, Matrix.mulVec_mulVec, Matrix.mul_nonsing_inv _ hM, Matrix.one_mulVec]
  have h2 := congrFun h1 i
  rw [kernel_apply] at h2
  linarith

/-- If `1 - T D` is invertible, any solution of the dressing equation for `h` is the
dressed function. -/
theorem eq_dress (hM : IsUnit (1 - T * diagonal d).det) {u h : n → ℝ}
    (hu : ∀ i, u i = h i + ∑ j, T i j * (d j * u j)) : u = dress T d h := by
  have h1 : (1 - T * diagonal d) *ᵥ u = h := by
    funext i
    rw [kernel_apply]
    linarith [hu i]
  rw [dress, ← h1, Matrix.mulVec_mulVec, Matrix.nonsing_inv_mul _ hM, Matrix.one_mulVec]

/-- For a symmetric kernel with `1 - T D` invertible, dressing moves from one factor to the
other: `⟨f, D g^dr⟩ = ⟨f^dr, D g⟩`. -/
theorem dress_symm (hT : T.IsSymm) (hM : IsUnit (1 - T * diagonal d).det) (f g : n → ℝ) :
    ∑ i, f i * (d i * dress T d g i) = ∑ i, dress T d f i * (d i * g i) := by
  -- the two scattering terms agree after exchanging the summation indices
  have key : ∑ i, (∑ j, T i j * (d j * dress T d f j)) * (d i * dress T d g i)
      = ∑ i, dress T d f i * (d i * ∑ j, T i j * (d j * dress T d g j)) := by
    simp only [Finset.sum_mul, Finset.mul_sum]
    rw [Finset.sum_comm]
    refine Finset.sum_congr rfl fun i _ => Finset.sum_congr rfl fun j _ => ?_
    rw [hT.apply i j]
    ring
  have h1 : ∑ i, f i * (d i * dress T d g i) = ∑ i, dress T d f i * (d i * dress T d g i)
      - ∑ i, (∑ j, T i j * (d j * dress T d f j)) * (d i * dress T d g i) := by
    rw [← Finset.sum_sub_distrib]
    refine Finset.sum_congr rfl fun i _ => ?_
    linear_combination (-(d i * dress T d g i)) * dress_eq hM f i
  have h2 : ∑ i, dress T d f i * (d i * g i) = ∑ i, dress T d f i * (d i * dress T d g i)
      - ∑ i, dress T d f i * (d i * ∑ j, T i j * (d j * dress T d g j)) := by
    rw [← Finset.sum_sub_distrib]
    refine Finset.sum_congr rfl fun i _ => ?_
    linear_combination (-(dress T d f i * d i)) * dress_eq hM g i
  rw [h1, h2, key]

/-- Where `p^dr` does not vanish, the quasiparticle current `v ρ` equals `D e^dr`. -/
lemma veff_mul_rho {i : n} (hp : dress T d p i ≠ 0) :
    veff T d e p i * rho T d p i = d i * dress T d e i := by
  have hv : veff T d e p i * dress T d p i = dress T d e i := div_mul_cancel₀ _ hp
  rw [rho]
  linear_combination d i * hv

/-- For a symmetric kernel, `1 - T D` invertible and `p^dr` without zero entry, the total current
of a charge `h` carried by the quasiparticles is `⟨h^dr, D e⟩`. -/
theorem charge_current (hT : T.IsSymm) (hM : IsUnit (1 - T * diagonal d).det)
    (hp : ∀ i, dress T d p i ≠ 0) (h : n → ℝ) :
    ∑ i, h i * (veff T d e p i * rho T d p i) = ∑ i, dress T d h i * (d i * e i) := by
  rw [← dress_symm hT hM]
  exact Finset.sum_congr rfl fun i _ => by rw [veff_mul_rho (hp i)]

/-- If `1 - T D` is invertible and `p^dr` has no zero entry, a velocity field is the effective
velocity exactly when `v_i p_i = e_i + ∑_j T_ij ρ_j (v_j - v_i)` for every `i`. -/
theorem eq_veff_iff_collision (hM : IsUnit (1 - T * diagonal d).det)
    (hp : ∀ i, dress T d p i ≠ 0) (v : n → ℝ) :
    v = veff T d e p ↔
      ∀ i, v i * p i = e i + ∑ j, T i j * rho T d p j * (v j - v i) := by
  have hsum : ∀ i, ∑ j, T i j * rho T d p j * (v j - v i)
      = ∑ j, T i j * (d j * (v j * dress T d p j))
        - v i * ∑ j, T i j * (d j * dress T d p j) := by
    intro i
    rw [Finset.mul_sum, ← Finset.sum_sub_distrib]
    refine Finset.sum_congr rfl fun j _ => ?_
    rw [rho]
    ring
  constructor
  · intro hv i
    have hve : ∀ k, v k * dress T d p k = dress T d e k := by
      intro k
      rw [hv, veff, div_mul_cancel₀ _ (hp k)]
    rw [hsum]
    simp only [hve]
    linear_combination dress_eq hM e i - v i * dress_eq hM p i + hve i
  · intro hv
    -- `v p^dr` solves the dressing equation of `e`
    have hu : ∀ i, v i * dress T d p i
        = e i + ∑ j, T i j * (d j * (v j * dress T d p j)) := by
      intro i
      have h1 := hv i
      rw [hsum] at h1
      linear_combination h1 + v i * dress_eq hM p i
    have hE := eq_dress hM (u := fun i => v i * dress T d p i) hu
    funext i
    rw [veff, eq_div_iff (hp i)]
    exact congrFun hE i

/-- Along a differentiable family of fillings with `1 - T D` invertible, the derivative `r` of
`D h^dr`, if it exists, satisfies `r = D' h^dr + D T r`. -/
theorem deriv_dressed_density {d : ℝ → n → ℝ} {h d' r : n → ℝ} {s : ℝ}
    (hM : ∀ y, IsUnit (1 - T * diagonal (d y)).det)
    (hd : ∀ i, HasDerivAt (fun y => d y i) (d' i) s)
    (hr : ∀ i, HasDerivAt (fun y => d y i * dress T (d y) h i) (r i) s) (i : n) :
    r i = d' i * dress T (d s) h i + d s i * ∑ j, T i j * r j := by
  have hs : HasDerivAt (fun y => dress T (d y) h i) (∑ j, T i j * r j) s := by
    have h1 : HasDerivAt (fun y => h i + ∑ j, T i j * (d y j * dress T (d y) h j))
        (∑ j, T i j * r j) s :=
      (HasDerivAt.fun_sum fun j _ => (hr j).const_mul (T i j)).const_add (h i)
    have h2 : (fun y => dress T (d y) h i)
        = fun y => h i + ∑ j, T i j * (d y j * dress T (d y) h j) :=
      funext fun y => dress_eq (hM y) h i
    rw [h2]
    exact h1
  exact (hr i).unique ((hd i).fun_mul hs)

/-- Let `1 - T D` be invertible and `p^dr` without zero entry at all `(x, t)`, and let filling,
density and current have the derivatives shown. Then `∂ₜρ + ∂ₓ(v ρ) = 0` holds for all
quasiparticles at a point exactly when `∂ₜd + v ∂ₓd = 0` does. -/
theorem continuity_iff_transport {d : ℝ → ℝ → n → ℝ} {x t : ℝ} {dt dx ρt jx : n → ℝ}
    (hM : ∀ x t, IsUnit (1 - T * diagonal (d x t)).det)
    (hp : ∀ x t i, dress T (d x t) p i ≠ 0)
    (hdt : ∀ i, HasDerivAt (fun s => d x s i) (dt i) t)
    (hdx : ∀ i, HasDerivAt (fun y => d y t i) (dx i) x)
    (hρ : ∀ i, HasDerivAt (fun s => rho T (d x s) p i) (ρt i) t)
    (hj : ∀ i, HasDerivAt (fun y => veff T (d y t) e p i * rho T (d y t) p i) (jx i) x) :
    (∀ i, ρt i + jx i = 0) ↔ ∀ i, dt i + veff T (d x t) e p i * dx i = 0 := by
  have hj' : ∀ i, HasDerivAt (fun y => d y t i * dress T (d y t) e i) (jx i) x := by
    intro i
    have h2 : (fun y => veff T (d y t) e p i * rho T (d y t) p i)
        = fun y => d y t i * dress T (d y t) e i :=
      funext fun y => veff_mul_rho (hp y t i)
    rw [← h2]
    exact hj i
  have a := deriv_dressed_density (d := fun s => d x s) (fun s => hM x s) hdt hρ
  have b := deriv_dressed_density (d := fun y => d y t) (fun y => hM y t) hdx hj'
  -- a linear system for `∂ₜρ + ∂ₓ(v ρ)` with the transport equation as source
  have key : ∀ i, ρt i + jx i
      = dress T (d x t) p i * (dt i + veff T (d x t) e p i * dx i)
        + d x t i * ∑ j, T i j * (ρt j + jx j) := by
    intro i
    have hS : ∑ j, T i j * (ρt j + jx j) = ∑ j, T i j * ρt j + ∑ j, T i j * jx j := by
      simp only [mul_add, Finset.sum_add_distrib]
    have hv : veff T (d x t) e p i * dress T (d x t) p i = dress T (d x t) e i :=
      div_mul_cancel₀ _ (hp x t i)
    rw [hS]
    linear_combination a i + b i - dx i * hv
  constructor
  · intro h i
    have k := key i
    simp only [h, mul_zero, Finset.sum_const_zero, add_zero] at k
    exact (mul_eq_zero.1 k.symm).resolve_left (hp x t i)
  · intro h
    have hw : ∀ i, ρt i + jx i = d x t i * ∑ j, T i j * (ρt j + jx j) := by
      intro i
      have k := key i
      rw [h i, mul_zero, zero_add] at k
      exact k
    -- without source, uniqueness of dressing leaves only the zero solution
    have hu : (fun i => ∑ j, T i j * (ρt j + jx j)) = dress T (d x t) 0 :=
      eq_dress (hM x t) fun i => by
        simp only [← hw, Pi.zero_apply, zero_add]
    intro i
    have h0 := congrFun hu i
    simp only [dress, Matrix.mulVec_zero, Pi.zero_apply] at h0
    rw [hw i, h0, mul_zero]

/-- A two-cell kernel in which each cell scatters only off the other. -/
def mirrorT : Matrix (Fin 2) (Fin 2) ℝ := !![0, 1; 1, 0]

/-- For the two-cell kernel at filling one half, `T` is symmetric, `1 - T D` is invertible,
`p = (1, 1)` is dressed to `(2, 2)`, and for `e = (1, -1)` the velocities are `±1/3`. -/
theorem dressing_witness :
    mirrorT.IsSymm ∧ IsUnit (1 - mirrorT * diagonal (fun _ => (1 / 2 : ℝ))).det ∧
      dress mirrorT (fun _ => 1 / 2) ![1, 1] = ![2, 2] ∧
      veff mirrorT (fun _ => 1 / 2) ![1, -1] ![1, 1] = ![1 / 3, -1 / 3] := by
  have hM : IsUnit (1 - mirrorT * diagonal (fun _ => (1 / 2 : ℝ))).det := by
    rw [isUnit_iff_ne_zero, Matrix.det_fin_two]
    simp only [Matrix.sub_apply, Matrix.mul_diagonal, Matrix.one_apply]
    norm_num [mirrorT]
  have hP : dress mirrorT (fun _ => 1 / 2) ![1, 1] = ![2, 2] :=
    (eq_dress hM fun i => by
      fin_cases i <;> norm_num [mirrorT, Fin.sum_univ_two]).symm
  have hE : dress mirrorT (fun _ => 1 / 2) ![1, -1] = ![2 / 3, -2 / 3] :=
    (eq_dress hM fun i => by
      fin_cases i <;> norm_num [mirrorT, Fin.sum_univ_two]).symm
  refine ⟨Matrix.IsSymm.ext fun i j => ?_, hM, hP, ?_⟩
  · fin_cases i <;> fin_cases j <;> rfl
  · funext i
    rw [veff, hP, hE]
    fin_cases i <;> norm_num

end

end DiscreteDressing
```

```lean
#print axioms DiscreteDressing.charge_current
#print axioms DiscreteDressing.eq_veff_iff_collision
#print axioms DiscreteDressing.continuity_iff_transport
```

```
'DiscreteDressing.charge_current' depends on axioms: [propext, Classical.choice, Quot.sound]
'DiscreteDressing.eq_veff_iff_collision' depends on axioms: [propext, Classical.choice, Quot.sound]
'DiscreteDressing.continuity_iff_transport' depends on axioms: [propext, Classical.choice, Quot.sound]
```

## From the matrix inverse to transport

`kernel_apply` writes $1-TD$ in components; `dress_eq` and `eq_dress` then give (1) and its uniqueness. In `dress_symm`, `h1` and `h2` are the two eliminations, and `key` exchanges the sums with `Finset.sum_comm`. `veff_mul_rho` turns this into `charge_current`.

In the collision theorem, `hsum` splits the scattering sum, `linear_combination` performs the cancellation, and `eq_dress` supplies the converse.

`deriv_dressed_density` differentiates (1), applies the product rule and uses uniqueness of derivatives. The `key` of `continuity_iff_transport` is the equation for $w$, and `hu` identifies $Tw$ with the dressing of zero.

`dressing_witness` gives a two-cell case: bare velocities $\pm1$ become $\pm1/3$. With $\rho=(1,1)$, the collision equation for the first cell reads $1/3=1+(-1/3-1/3)$.
